# For two finite level lists, the equilibrium heat capacity is at least that of the mixture frozen at its equilibrium composition

Let b = 1/(kT) be the inverse temperature, with k the Boltzmann constant. The para species has a nonempty finite list of real energies Eᵢ, and the ortho species has another, Fᵢ. Degenerate levels, including nuclear-spin degeneracy, are entered repeatedly, and both lists use the same energy zero. The Boltzmann sums are

Zp = Σᵢ exp(−b Eᵢ),  Zo = Σᵢ exp(−b Fᵢ),  Z = Zp + Zo.

The equilibrium fractions are p = Zp/Z and o = Zo/Z. Ep and Eo are the Boltzmann mean energies of the two species, and Vp and Vo are their energy variances. A prime means d/db. Heat capacities are per molecule and count only the energy in the listed levels.

## The conversion term in the heat capacity

The second derivative of ln Z splits as

(ln Z)″ = p (ln Zp)″ + o (ln Zo)″ + p o (Ep − Eo)².

Let C be the heat capacity of the equilibrium mixture. Let Cfr be the heat capacity when p and o are held at their equilibrium values for the temperature T in question. Then, for k > 0 and T ≠ 0,

C = Cfr + p o (Ep − Eo)²/(kT²) ≥ Cfr,

with equality exactly when Ep = Eo.

## Averaging species heat capacities in a thermochemistry code

A code that stores separate para and ortho tables may form p Cp + o Co, where Cp and Co are the species heat capacities. For non-interacting molecules with finite, temperature-independent level lists, this is the frozen value, even if p and o are updated at every temperature. Adding p o (Ep − Eo)²/(kT²) to it gives the equilibrium value, as does a calculation on the joined list.

The joined-list heat capacity minus p Cp + o Co should equal p o (Ep − Eo)²/(kT²), which gives a numerical check. With one level in each list, Vp = Vo = 0, so the frozen heat capacity vanishes and the conversion term is the whole heat capacity of a two-level system.

## From level sums to the inequality

For one list, write S = Σᵢ Eᵢ exp(−b Eᵢ) and Q = Σᵢ Eᵢ² exp(−b Eᵢ), and for the moment let Z be the Boltzmann sum of that list. Differentiating term by term gives

Z′ = −S,  S′ = −Q.

The mean energy is m = S/Z, so (ln Z)′ = −m. Expanding the square in the variance V gives

V = (Q − 2mS + m²Z)/Z = Q/Z − m².

The quotient rule then gives

m′ = (−QZ + S²)/Z² = −V,

and therefore (ln Z)″ = V.

Now join the lists. Z, S and Q are each sums of a para and an ortho part, so the joint mean energy is p Ep + o Eo, and the joint mean squared energy is p(Vp + Ep²) + o(Vo + Eo²). The joint variance is

V = p Vp + o Vo + p Ep² + o Eo² − (p Ep + o Eo)².

Since p + o = 1, the last three terms equal

p o Ep² + p o Eo² − 2 p o Ep Eo = p o (Ep − Eo)².

Replacing each variance by the matching second derivative gives the identity.

For the heat capacity, db/dT = −1/(kT²), so

dm/dT = (−V)(−1/(kT²)) = V/(kT²).

Applied to the joined list, this gives C. Applied to each species at fixed fractions, it gives

Cfr = (p Vp + o Vo)/(kT²).

Subtracting leaves p o (Ep − Eo)²/(kT²). Its prefactor p o/(kT²) is positive, so the term is never negative and vanishes only when Ep = Eo.

## The Lean file

```lean
import Mathlib

open Finset

namespace OrthoParaHeatCapacity

noncomputable section

variable {ι κ : Type*} [Fintype ι] [Fintype κ]

/-- The Boltzmann sum of a finite list of levels `E` at inverse temperature `b`. -/
def partitionFunction (E : ι → ℝ) (b : ℝ) : ℝ := ∑ i, Real.exp (-(b * E i))

/-- The Boltzmann average of the energy, for a nonempty list of levels. -/
def meanEnergy (E : ι → ℝ) (b : ℝ) : ℝ :=
  (∑ i, E i * Real.exp (-(b * E i))) / partitionFunction E b

/-- The Boltzmann average of the squared deviation from the mean energy, for a nonempty list
of levels. -/
def energyVariance (E : ι → ℝ) (b : ℝ) : ℝ :=
  (∑ i, (E i - meanEnergy E b) ^ 2 * Real.exp (-(b * E i))) / partitionFunction E b

/-- The equilibrium fraction of the para species (levels `E`) beside the ortho species
(levels `F`), where at least one list is nonempty. -/
def paraFraction (E : ι → ℝ) (F : κ → ℝ) (b : ℝ) : ℝ :=
  partitionFunction E b / (partitionFunction E b + partitionFunction F b)

/-- The equilibrium fraction of the ortho species (levels `F`) beside the para species
(levels `E`), where at least one list is nonempty. -/
def orthoFraction (E : ι → ℝ) (F : κ → ℝ) (b : ℝ) : ℝ :=
  partitionFunction F b / (partitionFunction E b + partitionFunction F b)

/-- The heat capacity: the derivative of the mean energy with respect to temperature, for a
nonempty list of levels, `k ≠ 0` and `T ≠ 0`. -/
def heatCapacity (k : ℝ) (E : ι → ℝ) (T : ℝ) : ℝ :=
  deriv (fun t => meanEnergy E (1 / (k * t))) T

/-- The heat capacity of the frozen mixture: the fractions keep their equilibrium values at `T`
while the temperature is varied. Both lists are nonempty, `k ≠ 0` and `T ≠ 0`. -/
def frozenHeatCapacity (k : ℝ) (E : ι → ℝ) (F : κ → ℝ) (T : ℝ) : ℝ :=
  deriv (fun t => paraFraction E F (1 / (k * T)) * meanEnergy E (1 / (k * t))
    + orthoFraction E F (1 / (k * T)) * meanEnergy F (1 / (k * t))) T

/-- The Boltzmann sum of a nonempty list of levels is positive. -/
theorem partitionFunction_pos [Nonempty ι] (E : ι → ℝ) (b : ℝ) :
    0 < partitionFunction E b :=
  Finset.sum_pos (fun _ _ => Real.exp_pos _) Finset.univ_nonempty

/-- The Boltzmann sum of the joined level list is the sum of those of the two species. -/
theorem partitionFunction_join (E : ι → ℝ) (F : κ → ℝ) (b : ℝ) :
    partitionFunction (Sum.elim E F) b = partitionFunction E b + partitionFunction F b := by
  simp only [partitionFunction, Fintype.sum_sum_type, Sum.elim_inl, Sum.elim_inr]

/-- Differentiating a Boltzmann-weighted sum with respect to inverse temperature brings down
a factor of minus the energy in each term. -/
theorem hasDerivAt_boltzmannSum (E c : ι → ℝ) (b : ℝ) :
    HasDerivAt (fun x => ∑ i, c i * Real.exp (-(x * E i)))
      (-∑ i, c i * E i * Real.exp (-(b * E i))) b := by
  rw [← Finset.sum_neg_distrib]
  refine HasDerivAt.fun_sum fun i _ => ?_
  have h : HasDerivAt (fun x : ℝ => -(x * E i)) (-(E i)) b :=
    ((hasDerivAt_id' b).mul_const (E i)).fun_neg.congr_deriv (by ring)
  exact (h.exp.const_mul (c i)).congr_deriv (by ring)

/-- For a nonempty list of levels, the energy variance is the mean squared energy minus the
square of the mean energy. -/
theorem energyVariance_eq [Nonempty ι] (E : ι → ℝ) (b : ℝ) :
    energyVariance E b = (∑ i, E i * E i * Real.exp (-(b * E i))) / partitionFunction E b
      - meanEnergy E b ^ 2 := by
  have hz := (partitionFunction_pos E b).ne'
  have hs : ∀ m : ℝ, ∑ i, (E i - m) ^ 2 * Real.exp (-(b * E i))
      = ∑ i, E i * E i * Real.exp (-(b * E i))
        - 2 * m * ∑ i, E i * Real.exp (-(b * E i)) + m ^ 2 * partitionFunction E b := by
    intro m
    simp only [partitionFunction, Finset.mul_sum]
    rw [← Finset.sum_sub_distrib, ← Finset.sum_add_distrib]
    exact Finset.sum_congr rfl fun i _ => by ring
  have hm : meanEnergy E b * partitionFunction E b = ∑ i, E i * Real.exp (-(b * E i)) :=
    div_mul_cancel₀ _ hz
  rw [energyVariance, hs, ← hm, div_eq_iff hz, sub_mul, div_mul_cancel₀ _ hz]
  ring

/-- For a nonempty list of levels, the derivative of the mean energy with respect to inverse
temperature is minus the energy variance. -/
theorem hasDerivAt_meanEnergy [Nonempty ι] (E : ι → ℝ) (b : ℝ) :
    HasDerivAt (fun x => meanEnergy E x) (-energyVariance E b) b := by
  have hz := (partitionFunction_pos E b).ne'
  have h := hasDerivAt_boltzmannSum E (fun _ => 1) b
  simp only [one_mul] at h
  have hZ : HasDerivAt (fun x => partitionFunction E x)
      (-∑ i, E i * Real.exp (-(b * E i))) b := h
  -- the quotient rule, with the moments treated as plain numbers
  have key : ∀ Q S z : ℝ, z ≠ 0 →
      (-Q * z - S * (-S)) / z ^ 2 = -(Q / z - (S / z) ^ 2) := by
    intro Q S z hz
    field_simp
    ring
  refine ((hasDerivAt_boltzmannSum E E b).fun_div hZ hz).congr_deriv ?_
  rw [energyVariance_eq, meanEnergy]
  exact key _ _ _ hz

/-- For a nonempty list of levels, the second derivative of `ln Z` with respect to inverse
temperature is the energy variance. -/
theorem deriv2_log_partitionFunction [Nonempty ι] (E : ι → ℝ) (b : ℝ) :
    deriv (deriv fun x => Real.log (partitionFunction E x)) b = energyVariance E b := by
  have h1 : (deriv fun x => Real.log (partitionFunction E x)) = fun x => -meanEnergy E x := by
    funext x
    have h := hasDerivAt_boltzmannSum E (fun _ => 1) x
    simp only [one_mul] at h
    have hZ : HasDerivAt (fun y => partitionFunction E y)
        (-∑ i, E i * Real.exp (-(x * E i))) x := h
    rw [(hZ.log (partitionFunction_pos E x).ne').deriv, meanEnergy, neg_div]
  rw [h1]
  exact (hasDerivAt_meanEnergy E b).fun_neg.deriv.trans (neg_neg _)

/-- For two nonempty level lists, the variance of the equilibrium mixture is the weighted sum of
the variances of the species plus `p o (Ep - Eo)²`. -/
theorem energyVariance_join [Nonempty ι] [Nonempty κ] (E : ι → ℝ) (F : κ → ℝ) (b : ℝ) :
    energyVariance (Sum.elim E F) b
      = paraFraction E F b * energyVariance E b + orthoFraction E F b * energyVariance F b
        + paraFraction E F b * orthoFraction E F b * (meanEnergy E b - meanEnergy F b) ^ 2 := by
  have key : ∀ Q S z Q' S' z' : ℝ, 0 < z → 0 < z' →
      (Q + Q') / (z + z') - ((S + S') / (z + z')) ^ 2
        = z / (z + z') * (Q / z - (S / z) ^ 2) + z' / (z + z') * (Q' / z' - (S' / z') ^ 2)
          + z / (z + z') * (z' / (z + z')) * (S / z - S' / z') ^ 2 := by
    intro Q S z Q' S' z' hz hz'
    have h : z + z' ≠ 0 := (add_pos hz hz').ne'
    field_simp
    ring
  rw [energyVariance_eq (Sum.elim E F), energyVariance_eq E, energyVariance_eq F]
  simp only [meanEnergy, partitionFunction_join, paraFraction, orthoFraction,
    Fintype.sum_sum_type, Sum.elim_inl, Sum.elim_inr]
  exact key _ _ _ _ _ _ (partitionFunction_pos E b) (partitionFunction_pos F b)

/-- For two nonempty level lists the fractions `p` and `o` are positive and add to one, and
`(ln Z)'' = p (ln Zp)'' + o (ln Zo)'' + p o (Ep - Eo)²` with `Z = Zp + Zo`. -/
theorem deriv2_log_mixture [Nonempty ι] [Nonempty κ] (E : ι → ℝ) (F : κ → ℝ) (b : ℝ) :
    0 < paraFraction E F b ∧ 0 < orthoFraction E F b ∧
    paraFraction E F b + orthoFraction E F b = 1 ∧
    deriv (deriv fun x => Real.log (partitionFunction E x + partitionFunction F x)) b
      = paraFraction E F b * deriv (deriv fun x => Real.log (partitionFunction E x)) b
        + orthoFraction E F b * deriv (deriv fun x => Real.log (partitionFunction F x)) b
        + paraFraction E F b * orthoFraction E F b * (meanEnergy E b - meanEnergy F b) ^ 2 := by
  have hE := partitionFunction_pos E b
  have hF := partitionFunction_pos F b
  refine ⟨div_pos hE (add_pos hE hF), div_pos hF (add_pos hE hF), ?_, ?_⟩
  · rw [paraFraction, orthoFraction, ← add_div, div_self (add_pos hE hF).ne']
  · simp only [← partitionFunction_join]
    rw [deriv2_log_partitionFunction, deriv2_log_partitionFunction,
      deriv2_log_partitionFunction, energyVariance_join]

/-- For a nonempty list of levels and nonzero `k` and `T`, the derivative of the mean energy with
respect to temperature is the energy variance divided by `k T²`. -/
theorem hasDerivAt_meanEnergy_temperature [Nonempty ι] (E : ι → ℝ) {k T : ℝ}
    (hk : k ≠ 0) (hT : T ≠ 0) :
    HasDerivAt (fun t => meanEnergy E (1 / (k * t)))
      (energyVariance E (1 / (k * T)) / (k * T ^ 2)) T := by
  have hb : HasDerivAt (fun t : ℝ => 1 / (k * t)) (-(1 / (k * T ^ 2))) T := by
    refine ((hasDerivAt_const T (1 : ℝ)).fun_div ((hasDerivAt_id' T).const_mul k)
      (mul_ne_zero hk hT)).congr_deriv ?_
    rw [zero_mul, zero_sub]
    field_simp
  -- the chain rule through the inverse temperature
  have hcomp := HasDerivAt.comp T (hasDerivAt_meanEnergy E (1 / (k * T))) hb
  have h : HasDerivAt (fun t => meanEnergy E (1 / (k * t)))
      (-energyVariance E (1 / (k * T)) * -(1 / (k * T ^ 2))) T := hcomp
  have hval : -energyVariance E (1 / (k * T)) * -(1 / (k * T ^ 2))
      = energyVariance E (1 / (k * T)) / (k * T ^ 2) := by ring
  rw [← hval]
  exact h

/-- For two nonempty level lists, `k > 0` and `T ≠ 0`, the equilibrium heat capacity is at least
that of the frozen mixture, with equality exactly when the species have equal mean energies. -/
theorem frozen_le_equilibrium [Nonempty ι] [Nonempty κ] (E : ι → ℝ) (F : κ → ℝ) {k T : ℝ}
    (hk : 0 < k) (hT : T ≠ 0) :
    frozenHeatCapacity k E F T ≤ heatCapacity k (Sum.elim E F) T ∧
    (frozenHeatCapacity k E F T = heatCapacity k (Sum.elim E F) T ↔
      meanEnergy E (1 / (k * T)) = meanEnergy F (1 / (k * T))) := by
  obtain ⟨hp, ho, -, -⟩ := deriv2_log_mixture E F (1 / (k * T))
  have hc : 0 < paraFraction E F (1 / (k * T)) * orthoFraction E F (1 / (k * T))
      / (k * T ^ 2) := div_pos (mul_pos hp ho) (mul_pos hk (by positivity))
  have hfr : frozenHeatCapacity k E F T
      = paraFraction E F (1 / (k * T)) * (energyVariance E (1 / (k * T)) / (k * T ^ 2))
        + orthoFraction E F (1 / (k * T)) * (energyVariance F (1 / (k * T)) / (k * T ^ 2)) :=
    (((hasDerivAt_meanEnergy_temperature E hk.ne' hT).const_mul _).fun_add
      ((hasDerivAt_meanEnergy_temperature F hk.ne' hT).const_mul _)).deriv
  have heq : heatCapacity k (Sum.elim E F) T
      = energyVariance (Sum.elim E F) (1 / (k * T)) / (k * T ^ 2) :=
    (hasDerivAt_meanEnergy_temperature (Sum.elim E F) hk.ne' hT).deriv
  -- the excess comes from the shift of population between the species
  have hex : heatCapacity k (Sum.elim E F) T = frozenHeatCapacity k E F T
      + paraFraction E F (1 / (k * T)) * orthoFraction E F (1 / (k * T)) / (k * T ^ 2)
        * (meanEnergy E (1 / (k * T)) - meanEnergy F (1 / (k * T))) ^ 2 := by
    rw [heq, hfr, energyVariance_join]
    ring
  rw [hex]
  refine ⟨le_add_of_nonneg_right (mul_nonneg hc.le (sq_nonneg _)), fun h => ?_, fun h => ?_⟩
  · have h0 := (mul_eq_zero.mp (left_eq_add.mp h)).resolve_left hc.ne'
    exact sub_eq_zero.mp ((pow_eq_zero_iff two_ne_zero).mp h0)
  · rw [h]
    ring

end

end OrthoParaHeatCapacity
```

```lean
#print axioms OrthoParaHeatCapacity.frozen_le_equilibrium
-- 'OrthoParaHeatCapacity.frozen_le_equilibrium' depends on axioms: [propext, Classical.choice, Quot.sound]
```

## What the two main theorems say

In `deriv2_log_mixture`, `E` and `F` are the para and ortho lists, as real functions on the finite types `ι` and `κ`. The `Nonempty` hypotheses say that each species has at least one level. For every real `b`, the theorem states that both fractions are positive, that they add to one, and that the identity holds. The nested `deriv` is the second derivative with respect to b.

In `frozen_le_equilibrium`, `Sum.elim E F` is the joined list, so `heatCapacity k (Sum.elim E F) T` lets the composition follow equilibrium. In `frozenHeatCapacity`, the fractions are evaluated at `T` while the mean energies vary with `t`. The theorem gives the inequality and its equality condition. The hypothesis `0 < k` reflects the role of k as the positive conversion factor from temperature to energy; setting k = 1 amounts to entering energies in kelvin.

## How the lemmas build the result

`hasDerivAt_boltzmannSum` differentiates a sum with arbitrary weights `c`: weights of one give Z′, and weights `E` give S′. `energyVariance_eq` expands the square. `hasDerivAt_meanEnergy` applies the quotient rule, with `field_simp` and `ring` settling the algebra. `deriv2_log_partitionFunction` first identifies (ln Z)′ with −m at every b, which allows a second differentiation.

`energyVariance_join` splits the joint sums and proves the variance decomposition. `deriv2_log_mixture` rewrites Zp + Zo as the Boltzmann sum of the joined list and combines these results. `hasDerivAt_meanEnergy_temperature` supplies the chain rule. In the last theorem, `hfr` and `heq` evaluate the two heat capacities, and `hex` isolates their difference. The inequality follows because the prefactor is positive and a square is nonnegative, and the equality case because the prefactor is nonzero.

## Limits for use in a code

The theorems concern real numbers, so they give no bound on floating-point or finite-difference error. An infinite rotational ladder must be truncated before they apply, and they do not estimate the truncation error. Levels that shift with temperature and interactions between molecules lie beyond the model.

The frozen composition is always the equilibrium one at T. The inequality therefore makes no comparison with a mixture held at some other ratio, such as 3:1 ortho to para. Nor does the file derive the level lists from nuclear-spin symmetry: "para" and "ortho" are labels for any two lists, and assigning levels and degeneracies correctly remains the task of the code.
